# A nondegenerate lattice-fermion ground state fixes the site potential up to a constant exactly when its occupation vectors span

Put one particle on two sites, 0 and 1, with no tunnelling and site energies 0 and 1. It sits on site 0. Raise the energy of site 1 to 5 and it still sits on site 0, in the same state. Anyone who tries to recover the potential from this ground state finds infinitely many answers, and they differ by more than a constant. A lattice calculation that assumes a unique potential therefore needs a condition that excludes such cases.

## Fermions in a site potential

Consider \(N\ge 1\) spinless fermions on \(L\) sites. A configuration \(S\) is a set of \(N\) occupied sites, and a state \(\psi\) has one complex amplitude \(\psi_S\) per configuration. The Hamiltonian is \(H(v)=H_0+V\), where \(H_0\) is Hermitian and may contain hopping and interactions. The real site potential \(v\) enters through the diagonal matrix

\[
V_{SS}=v(S),\qquad v(S)=\sum_{i\in S}v_i .
\]

Adding a constant \(c\) to every \(v_i\) shifts all energies by \(Nc\) and changes no state, so uniqueness can only mean uniqueness up to a constant.

Write \(\chi_S\in\mathbb R^L\) for the occupation vector of \(S\), with entry 1 on occupied sites and 0 elsewhere. Then \(v(S)=\chi_S\cdot v\).

## The span criterion

Let \(\psi\) be a nondegenerate ground state of \(H(v)\). Every potential \(w\) for which \(\psi\) is a ground state of \(H(w)\) differs from \(v\) by a constant if and only if

\[
\operatorname{span}\{\chi_S:\psi_S\neq 0\}=\mathbb R^L .
\]

In lattice density functional theory this bears on the step from ground state to potential, for finitely many sites and a fixed particle number. The Hohenberg–Kohn theorem starts from the density; here the wave function itself is given.

## Spanning implies uniqueness

Let \(H(v)\psi=E\psi\) and \(H(w)\psi=E'\psi\). Subtracting the two equations at configuration \(S\) gives

\[
\bigl(w(S)-v(S)\bigr)\psi_S=(E'-E)\psi_S .
\]

Where \(\psi_S\ne0\), we may divide by it. Set \(u_i=w_i-v_i-(E'-E)/N\). Summing over the \(N\) sites of \(S\) gives \(\chi_S\cdot u=0\) for every configuration present in \(\psi\). If these vectors span, \(u\) is orthogonal to all of \(\mathbb R^L\), including itself, so \(u=0\) and \(w-v\) is constant.

## Uniqueness implies spanning

Suppose the vectors do not span. Then some \(u\neq0\) has \(u(S)=0\) whenever \(\psi_S\ne0\). For every real \(s\), \(\psi\) is an eigenstate of \(H(v+su)\) with the old energy \(E\). It remains to find \(s>0\) for which no state falls below \(E\).

Let \(M=H(v)-E\) and \(\langle\phi,\eta\rangle=\sum_S\overline{\phi_S}\,\eta_S\). All expectations of \(M\) are nonnegative, and by nondegeneracy its kernel consists of the multiples of \(\psi\). Take \(S\) with \(\psi_S=0\). The basis state \(e_S\) is orthogonal to the kernel of the Hermitian matrix \(M\), so \(e_S=My\) for some \(y\), and \(\langle y,M\phi\rangle=\phi_S\) for every \(\phi\). Choose \(K>0\) with \(\operatorname{Re}y_S\le K\). Then

\[
\begin{aligned}
0&\le\langle K\phi-\phi_Sy,\;M(K\phi-\phi_Sy)\rangle\\
&=K^2\langle\phi,M\phi\rangle-2K|\phi_S|^2+|\phi_S|^2\operatorname{Re}y_S\\
&\le K^2\langle\phi,M\phi\rangle-K|\phi_S|^2 ,
\end{aligned}
\]

hence \(|\phi_S|^2\le K\langle\phi,M\phi\rangle\). Putting weight on an absent configuration costs energy.

Multiply this bound by \(|u(S)|\) for each absent configuration and add. Present configurations contribute nothing, so for some \(C\ge0\)

\[
-\sum_S u(S)|\phi_S|^2\le C\langle\phi,M\phi\rangle .
\]

With \(s=1/(C+1)\),

\[
\langle\phi,M\phi\rangle+s\sum_Su(S)|\phi_S|^2\ge(1-sC)\langle\phi,M\phi\rangle=s\langle\phi,M\phi\rangle\ge0 .
\]

So \(\psi\) is a ground state for \(v+su\). If uniqueness held, \(su\) would equal a constant \(c\). Summing over a configuration present in \(\psi\) gives \(0=Nc\), so \(c=0\) and \(u=0\), a contradiction.

## A degenerate ground state that breaks the equivalence

Take \(L=4\), \(N=2\), \(H_0=0\), \(v=0\), and let \(\psi\) have equal amplitudes on \(\{0,1\}\) and \(\{2,3\}\) and none elsewhere. It is a ground state, but a degenerate one. If it is also a ground state for \(w\), subtract a constant so that its energy is zero. Then \(w=(a,-a,b,-b)\), and the other four configurations have energies \(\pm(a+b)\) and \(\pm(a-b)\). None may be negative, so \(a=b=0\). The potential is unique up to a constant, yet two occupation vectors cannot span \(\mathbb R^4\). Being a ground state is thus not enough for the equivalence. The direction from spanning to uniqueness does not use nondegeneracy.

## The statement in Lean

`Config L N` is the type of \(N\)-element subsets of `Fin L`, so sites are numbered from 0. `siteEnergy v S` is \(v(S)\), `occupation S` is \(\chi_S\), and `hamiltonian H0 v` is \(H(v)\). Fermionic exchange signs belong in the matrix elements of `H0`; the theorem asks only that this matrix be Hermitian.

`IsGroundState A ψ` says that \(\psi\) is a nonzero eigenvector with real energy \(E\), and that \(E\langle\phi,\phi\rangle\le\operatorname{Re}\langle\phi,A\phi\rangle\) for all \(\phi\). States are not normalised; for \(\phi\neq0\), dividing by \(\langle\phi,\phi\rangle\) gives the usual variational bound. `IsNondegenerateGroundState` adds that every ground state is a multiple of \(\psi\). In the general lemmas the letter `n` is an index type, not a density.

The theorem `potential_unique_iff_span` equates two conditions. On the left, each `w` with ground state \(\psi\) has a real `c` with `w i - v i = c` at all sites. On the right, the real span of the occupation vectors is `⊤`, the whole space. At full filling, \(N=L\), there is one configuration, and its occupation vector spans the space only for \(L=1\); for \(L>1\) both conditions fail.

Representing real electrons by finitely many site orbitals, with a potential diagonal in them, is an approximation that the hypotheses do not justify.

```lean
import Mathlib

open Matrix

namespace LatticeFermionUniqueness

/-- Configurations of `N` spinless fermions on `L` sites: the `N`-element sets of sites. -/
abbrev Config (L N : ℕ) := {S : Finset (Fin L) // S.card = N}

variable {L N : ℕ} {n : Type*} [Fintype n] [DecidableEq n]

/-- The energy of a configuration in the site potential `u`: the sum over occupied sites. -/
def siteEnergy (u : Fin L → ℝ) (S : Config L N) : ℝ := ∑ i ∈ S.1, u i

/-- The occupation vector of a configuration: one on occupied sites, zero elsewhere. -/
def occupation (S : Config L N) : Fin L → ℝ := fun i => if i ∈ S.1 then 1 else 0

/-- The Hamiltonian `H0 + V` with the site potential `v` on the diagonal. -/
def hamiltonian (H0 : Matrix (Config L N) (Config L N) ℂ) (v : Fin L → ℝ) :
    Matrix (Config L N) (Config L N) ℂ :=
  H0 + diagonal fun S => (siteEnergy v S : ℂ)

/-- A ground state: a nonzero eigenvector whose energy `E` is a lower bound for the
energy expectation of every state. -/
def IsGroundState (A : Matrix n n ℂ) (ψ : n → ℂ) : Prop :=
  ∃ E : ℝ, ψ ≠ 0 ∧ A *ᵥ ψ = (E : ℂ) • ψ ∧
    ∀ φ : n → ℂ, E * (star φ ⬝ᵥ φ).re ≤ (star φ ⬝ᵥ A *ᵥ φ).re

/-- A nondegenerate ground state: every ground state is a multiple of it. -/
def IsNondegenerateGroundState (A : Matrix n n ℂ) (ψ : n → ℂ) : Prop :=
  IsGroundState A ψ ∧ ∀ φ, IsGroundState A φ → ∃ c : ℂ, φ = c • ψ

/-- A vector outside a subspace is detected by some `u` that annihilates the subspace. -/
theorem exists_separating {K : Type*} [Field K] (p : Submodule K (n → K)) {x : n → K}
    (hx : x ∉ p) : ∃ u : n → K, x ⬝ᵥ u ≠ 0 ∧ ∀ y ∈ p, y ⬝ᵥ u = 0 := by
  by_contra hcon
  refine hx ((Subspace.forall_mem_dualAnnihilator_apply_eq_zero_iff p x).mp fun f hf => ?_)
  obtain ⟨u, hu⟩ : ∃ u : n → K, ∀ y, f y = y ⬝ᵥ u :=
    ⟨fun i => f fun j => if i = j then 1 else 0, fun y => f.pi_apply_eq_sum_univ y⟩
  by_contra h0
  exact hcon ⟨u, fun h => h0 ((hu x).trans h), fun y hy =>
    (hu y).symm.trans ((Submodule.mem_dualAnnihilator f).mp hf y hy)⟩

/-- Let a Hermitian `M` have nonnegative expectations and annihilate only multiples of `ψ`. The
weight of any state on a configuration absent from `ψ` is bounded by its expectation of `M`,
up to a constant factor. -/
theorem weight_le_energy {M : Matrix n n ℂ} (hM : M.IsHermitian)
    (hpos : ∀ φ : n → ℂ, 0 ≤ (star φ ⬝ᵥ M *ᵥ φ).re) {ψ : n → ℂ}
    (hker : ∀ φ, M *ᵥ φ = 0 → ∃ c : ℂ, φ = c • ψ) {S : n} (hS : ψ S = 0) :
    ∃ K : ℝ, 0 ≤ K ∧ ∀ φ : n → ℂ, ‖φ S‖ ^ 2 ≤ K * (star φ ⬝ᵥ M *ᵥ φ).re := by
  -- the basis state at `S` is orthogonal to the kernel, hence in the range of `M`
  obtain ⟨y, hy⟩ : (Pi.single S 1 : n → ℂ) ∈ LinearMap.range M.mulVecLin := by
    by_contra hx
    obtain ⟨u, hu, h0⟩ := exists_separating _ hx
    have h1 : u ᵥ* M = 0 := dotProduct_eq_zero _ fun y => by
      rw [← dotProduct_mulVec, dotProduct_comm]
      exact h0 _ ⟨y, rfl⟩
    obtain ⟨c, hc⟩ := hker (star u) (by rw [← hM.eq, ← star_vecMul, h1, star_zero])
    have h2 : u S = 0 := by simpa [hS] using congrFun hc S
    exact hu (by rw [single_dotProduct, h2, mul_zero])
  rw [mulVecLin_apply] at hy
  have he : star (Pi.single S 1 : n → ℂ) = Pi.single S 1 := by
    ext T
    by_cases h : T = S
    · subst h; simp
    · simp [h]
  have hyφ : ∀ φ, star y ⬝ᵥ M *ᵥ φ = φ S := fun φ => by
    have h : star (M *ᵥ y) ⬝ᵥ φ = star y ⬝ᵥ M *ᵥ φ := by
      rw [star_mulVec, hM.eq, ← dotProduct_mulVec]
    rw [← h, hy, he, single_dotProduct, one_mul]
  obtain ⟨K, hK, hyK⟩ : ∃ K : ℝ, 0 < K ∧ (y S).re ≤ K :=
    ⟨|(y S).re| + 1, by positivity, by linarith [le_abs_self (y S).re]⟩
  refine ⟨K, hK.le, fun φ => le_of_mul_le_mul_left ?_ hK⟩
  have h := hpos ((K : ℂ) • φ - φ S • y)
  simp only [mulVec_sub, mulVec_smul, hy, star_sub, star_smul, sub_dotProduct, dotProduct_sub,
    smul_dotProduct, dotProduct_smul, hyφ, dotProduct_single, smul_eq_mul, mul_one,
    Pi.sub_apply, Pi.smul_apply, Pi.star_apply, Complex.star_def, Complex.sub_re, Complex.sub_im,
    Complex.mul_re, Complex.mul_im, Complex.conj_re, Complex.conj_im, Complex.ofReal_re,
    Complex.ofReal_im] at h
  rw [Complex.sq_norm, Complex.normSq_apply]
  nlinarith [mul_le_mul_of_nonneg_right hyK
    (add_nonneg (mul_self_nonneg (φ S).re) (mul_self_nonneg (φ S).im))]

/-- For Hermitian `H0`, a nondegenerate ground state `ψ` stays a ground state when a potential `u`
with zero energy on all configurations present in `ψ` is added at some strength `s > 0`. -/
theorem groundState_of_invisible {H0 : Matrix (Config L N) (Config L N) ℂ}
    (hH0 : H0.IsHermitian) {v : Fin L → ℝ} {ψ : Config L N → ℂ}
    (hψ : IsNondegenerateGroundState (hamiltonian H0 v) ψ) (u : Fin L → ℝ)
    (hu : ∀ S, ψ S ≠ 0 → siteEnergy u S = 0) :
    ∃ s : ℝ, 0 < s ∧ IsGroundState (hamiltonian H0 (v + s • u)) ψ := by
  obtain ⟨⟨E, hne, hE, hmin⟩, hnd⟩ := hψ
  have hdiag : ∀ f : Config L N → ℝ, (diagonal fun S => (f S : ℂ)).IsHermitian := by
    intro f
    rw [Matrix.IsHermitian, diagonal_conjTranspose]
    congr 1
    funext S
    exact Complex.conj_ofReal _
  -- measure energies from the ground-state energy
  obtain ⟨M, hMd⟩ : ∃ M, M = hamiltonian H0 v - diagonal fun _ => (E : ℂ) := ⟨_, rfl⟩
  have hM : M.IsHermitian := hMd ▸ (hH0.add (hdiag _)).sub (hdiag fun _ => E)
  have hMv : ∀ φ, M *ᵥ φ = hamiltonian H0 v *ᵥ φ - (E : ℂ) • φ := by
    intro φ
    funext S
    simp only [hMd, sub_mulVec, Pi.sub_apply, mulVec_diagonal, Pi.smul_apply, smul_eq_mul]
  have hexp : ∀ φ, (star φ ⬝ᵥ M *ᵥ φ).re
      = (star φ ⬝ᵥ hamiltonian H0 v *ᵥ φ).re - E * (star φ ⬝ᵥ φ).re := by
    intro φ
    rw [hMv, dotProduct_sub, dotProduct_smul, smul_eq_mul, Complex.sub_re,
      Complex.re_ofReal_mul]
  have hpos : ∀ φ, 0 ≤ (star φ ⬝ᵥ M *ᵥ φ).re := fun φ => by
    rw [hexp]
    linarith [hmin φ]
  have hker : ∀ φ, M *ᵥ φ = 0 → ∃ c : ℂ, φ = c • ψ := by
    intro φ h
    by_cases h0 : φ = 0
    · exact ⟨0, by rw [h0, zero_smul]⟩
    · rw [hMv] at h
      exact hnd φ ⟨E, h0, sub_eq_zero.mp h, hmin⟩
  -- the perturbation acts only on configurations absent from `ψ`
  have hb : ∀ S, ∃ K : ℝ, 0 ≤ K ∧ ∀ φ : Config L N → ℂ,
      -(siteEnergy u S * ‖φ S‖ ^ 2) ≤ K * (star φ ⬝ᵥ M *ᵥ φ).re := by
    intro S
    by_cases h : ψ S = 0
    · obtain ⟨K, hK, hw⟩ := weight_le_energy hM hpos hker h
      refine ⟨|siteEnergy u S| * K, by positivity, fun φ => ?_⟩
      nlinarith [mul_le_mul_of_nonneg_left (hw φ) (abs_nonneg (siteEnergy u S)),
        mul_le_mul_of_nonneg_right (neg_abs_le (siteEnergy u S)) (sq_nonneg ‖φ S‖)]
    · exact ⟨0, le_rfl, fun φ => by simp [hu S h]⟩
  choose K hK0 hK using hb
  have hC : 0 ≤ ∑ S, K S := Finset.sum_nonneg fun S _ => hK0 S
  obtain ⟨s, hs, hs1⟩ : ∃ s : ℝ, 0 < s ∧ s * (∑ S, K S + 1) = 1 :=
    ⟨(∑ S, K S + 1)⁻¹, by positivity, inv_mul_cancel₀ (by positivity)⟩
  have hadd : ∀ φ, hamiltonian H0 (v + s • u) *ᵥ φ
      = hamiltonian H0 v *ᵥ φ + fun S => ((s * siteEnergy u S : ℝ) : ℂ) * φ S := by
    intro φ
    funext S
    simp only [hamiltonian, add_mulVec, Pi.add_apply, mulVec_diagonal, siteEnergy,
      Pi.smul_apply, smul_eq_mul, Finset.sum_add_distrib, ← Finset.mul_sum]
    push_cast
    ring
  refine ⟨s, hs, E, hne, ?_, fun φ => ?_⟩
  · rw [hadd, hE]
    funext S
    by_cases h : ψ S = 0
    · simp [h]
    · simp [hu S h]
  · have hU : (star φ ⬝ᵥ fun S => ((s * siteEnergy u S : ℝ) : ℂ) * φ S).re
        = s * ∑ S, siteEnergy u S * ‖φ S‖ ^ 2 := by
      rw [dotProduct, Complex.re_sum, Finset.mul_sum]
      refine Finset.sum_congr rfl fun S _ => ?_
      rw [Complex.sq_norm, Complex.normSq_apply]
      simp only [Pi.star_apply, Complex.star_def, Complex.mul_re, Complex.mul_im,
        Complex.conj_re, Complex.conj_im, Complex.ofReal_re, Complex.ofReal_im]
      ring
    have hD : -∑ S, siteEnergy u S * ‖φ S‖ ^ 2 ≤ (∑ S, K S) * (star φ ⬝ᵥ M *ᵥ φ).re := by
      rw [← Finset.sum_neg_distrib, Finset.sum_mul]
      exact Finset.sum_le_sum fun S _ => hK S φ
    have h1 := mul_le_mul_of_nonneg_left hD hs.le
    have h2 : s * ((∑ S, K S) * (star φ ⬝ᵥ M *ᵥ φ).re)
        = (star φ ⬝ᵥ M *ᵥ φ).re - s * (star φ ⬝ᵥ M *ᵥ φ).re := by
      linear_combination (star φ ⬝ᵥ M *ᵥ φ).re * hs1
    rw [hadd, dotProduct_add, Complex.add_re, hU]
    linarith [mul_nonneg hs.le (hpos φ), hexp φ]

/-- If `ψ` is an eigenstate for both `v` and `w`, the two potentials differ on every configuration
present in `ψ` by the difference of the eigenvalues. -/
theorem siteEnergy_sub_eq {H0 : Matrix (Config L N) (Config L N) ℂ} {v w : Fin L → ℝ}
    {ψ : Config L N → ℂ} {E E' : ℝ} (hv : hamiltonian H0 v *ᵥ ψ = (E : ℂ) • ψ)
    (hw : hamiltonian H0 w *ᵥ ψ = (E' : ℂ) • ψ) {S : Config L N} (hS : ψ S ≠ 0) :
    siteEnergy w S - siteEnergy v S = E' - E := by
  have h1 := congrFun hv S
  have h2 := congrFun hw S
  simp only [hamiltonian, add_mulVec, Pi.add_apply, mulVec_diagonal, Pi.smul_apply,
    smul_eq_mul] at h1 h2
  have h : ((siteEnergy w S - siteEnergy v S : ℝ) : ℂ) = ((E' - E : ℝ) : ℂ) :=
    mul_right_cancel₀ hS (by push_cast; linear_combination h2 - h1)
  exact Complex.ofReal_injective h

/-- Let `N ≥ 1`, `H0` Hermitian and `ψ` a nondegenerate ground state for `v`. Every potential with
ground state `ψ` differs from `v` by a constant if and only if the occupation vectors of the
configurations present in `ψ` span `R^L`. -/
theorem potential_unique_iff_span (hN : 1 ≤ N) {H0 : Matrix (Config L N) (Config L N) ℂ}
    (hH0 : H0.IsHermitian) {v : Fin L → ℝ} {ψ : Config L N → ℂ}
    (hψ : IsNondegenerateGroundState (hamiltonian H0 v) ψ) :
    (∀ w, IsGroundState (hamiltonian H0 w) ψ → ∃ c : ℝ, ∀ i, w i - v i = c) ↔
      Submodule.span ℝ (occupation '' {S | ψ S ≠ 0}) = ⊤ := by
  have hN0 : (N : ℝ) ≠ 0 := Nat.cast_ne_zero.mpr (by omega)
  have key : ∀ (u : Fin L → ℝ) (S : Config L N), occupation S ⬝ᵥ u = siteEnergy u S := by
    intro u S
    simp [dotProduct, occupation, siteEnergy]
  obtain ⟨E, hne, hE, _⟩ := hψ.1
  constructor
  · refine fun h => Submodule.eq_top_iff'.mpr fun x => by_contra fun hx => ?_
    obtain ⟨u, hux, hu⟩ := exists_separating _ hx
    have hu0 : ∀ S, ψ S ≠ 0 → siteEnergy u S = 0 := fun S hS =>
      (key u S).symm.trans (hu _ (Submodule.subset_span ⟨S, hS, rfl⟩))
    obtain ⟨s, hs, hgs⟩ := groundState_of_invisible hH0 hψ u hu0
    obtain ⟨c, hc⟩ := h _ hgs
    have hsu : ∀ i, s * u i = c := fun i => by
      have := hc i
      simp only [Pi.add_apply, Pi.smul_apply, smul_eq_mul] at this
      linarith
    -- a constant potential with zero energy on `N ≥ 1` particles vanishes
    obtain ⟨S, hS⟩ := Function.ne_iff.mp hne
    have hsum : s * siteEnergy u S = N * c := by
      rw [siteEnergy, Finset.mul_sum, Finset.sum_congr rfl fun i _ => hsu i,
        Finset.sum_const, S.2, nsmul_eq_mul]
    rw [hu0 S hS, mul_zero] at hsum
    have hc0 : c = 0 := (mul_eq_zero.mp hsum.symm).resolve_left hN0
    have hz : u = 0 := funext fun i =>
      (mul_eq_zero.mp ((hsu i).trans hc0)).resolve_left hs.ne'
    exact hux (by rw [hz, dotProduct_zero])
  · intro hspan w hw
    obtain ⟨E', _, hE', _⟩ := hw
    obtain ⟨u, hu⟩ : ∃ u : Fin L → ℝ, u = fun i => w i - v i - (E' - E) / N := ⟨_, rfl⟩
    have hx : ∀ x ∈ Submodule.span ℝ (occupation '' {S | ψ S ≠ 0}), x ⬝ᵥ u = 0 := by
      intro x hx
      induction hx using Submodule.span_induction with
      | mem x hx =>
        obtain ⟨S, hS, rfl⟩ := hx
        have h1 := siteEnergy_sub_eq hE hE' hS
        rw [key, hu]
        simp only [siteEnergy] at h1 ⊢
        rw [Finset.sum_sub_distrib, Finset.sum_sub_distrib, h1, Finset.sum_const, S.2,
          nsmul_eq_mul, mul_div_cancel₀ _ hN0, sub_self]
      | zero => exact zero_dotProduct u
      | add x y _ _ hx hy => rw [add_dotProduct, hx, hy, add_zero]
      | smul a x _ hx => rw [smul_dotProduct, hx, smul_zero]
    have h0 := dotProduct_self_eq_zero.mp (hx u (by rw [hspan]; exact Submodule.mem_top))
    exact ⟨(E' - E) / N, fun i => sub_eq_zero.mp (congrFun (hu.symm.trans h0) i)⟩

end LatticeFermionUniqueness
```

```lean
#print axioms LatticeFermionUniqueness.potential_unique_iff_span
```

```
'LatticeFermionUniqueness.potential_unique_iff_span' depends on axioms: [propext, Classical.choice, Quot.sound]
```

## From separating vectors to the equivalence

`exists_separating` supplies the vector \(u\): a point outside a subspace is detected by some vector that annihilates the subspace. Its proof writes each linear functional as a dot product. The lemma serves twice, over \(\mathbb C\) for the range of \(M\) and over \(\mathbb R\) for the occupation vectors.

`weight_le_energy` is the bound on \(|\phi_S|^2\). If \(e_S\) were outside the range of \(M\), a separating vector would exist. Its complex conjugate (the dot product has no conjugation) lies in the kernel, so it is a multiple of \(\psi\) and vanishes at \(S\), a contradiction. The proof then applies `hpos` to \(K\phi-\phi_Sy\), expands with `simp only`, and lets `nlinarith` finish the inequality.

`groundState_of_invisible` builds \(M\) and proves its positivity and kernel property as `hpos` and `hker`. The step `hb` bounds the perturbation configuration by configuration, `choose` collects the constants, and their sum is \(C\). The last two bullets check the eigenvalue equation and the energy bound for \(v+su\).

`siteEnergy_sub_eq` subtracts the two eigenvalue equations and cancels \(\psi_S\).

In the main theorem, the first bullet assumes uniqueness and derives a contradiction from a vector outside the span. The second defines the shifted difference \(u\) and extends \(\chi_S\cdot u=0\) to the whole span by `Submodule.span_induction`. It then takes \(u\) itself as the test vector, and `dotProduct_self_eq_zero` gives \(u=0\).
